# The Langmuir isotherm for identical, independent adsorption sites of activity $Kp$

Let $S$ be a finite set of adsorption sites, each either empty or holding one particle, and give site $i$ an activity $x_i\ge 0$. A configuration is the set $s\subseteq S$ of occupied sites, and its statistical weight is $w(s)=\prod_{i\in s}x_i$, with $w(\emptyset)=1$.

```lean
import Mathlib

open Finset

namespace LangmuirAdsorption

noncomputable section

variable {ι : Type*} [Fintype ι] [DecidableEq ι]

/-- The statistical weight of the configuration in which exactly the sites in `s` are occupied:
the product of their activities. -/
def weight (x : ι → ℝ) (s : Finset ι) : ℝ := ∏ i ∈ s, x i

/-- The grand partition function: the sum of the weights of all configurations. -/
def partitionFunction (x : ι → ℝ) : ℝ := ∑ s : Finset ι, weight x s

/-- The thermal average of an observable `f` of the adsorbate configuration. -/
def average (x : ι → ℝ) (f : Finset ι → ℝ) : ℝ :=
  (∑ s : Finset ι, weight x s * f s) / partitionFunction x

/-- The occupation number of site `i` in the configuration `s`: one if occupied, zero if empty. -/
def occ (i : ι) (s : Finset ι) : ℝ := if i ∈ s then 1 else 0

/-- The Langmuir expression `x / (1 + x)` for a site of activity `x`. -/
def siteCoverage (x : ι → ℝ) (i : ι) : ℝ := x i / (1 + x i)

/-- The grand partition function factorises into one factor `1 + x i` per site. -/
theorem partitionFunction_eq (x : ι → ℝ) : partitionFunction x = ∏ i, (1 + x i) := by
  -- expand the product: each site contributes either its activity or one
  have h := Finset.prod_add x (fun _ => (1 : ℝ)) Finset.univ
  simp only [Finset.prod_const_one, mul_one, Finset.powerset_univ] at h
  simp only [partitionFunction, weight, add_comm (1 : ℝ)]
  exact h.symm

omit [DecidableEq ι] in
/-- The average of a sum of observables is the sum of their averages. -/
theorem average_sum (x : ι → ℝ) (f : ι → Finset ι → ℝ) :
    average x (fun s => ∑ i, f i s) = ∑ i, average x (f i) := by
  simp only [average, Finset.mul_sum]
  rw [Finset.sum_comm, Finset.sum_div]

/-- The number of adsorbed particles is the sum of the occupation numbers. -/
theorem card_eq_sum_occ (s : Finset ι) : (s.card : ℝ) = ∑ i, occ i s := by
  simp [occ]

/-- The average of a product of occupation numbers over any set `A` of sites is the product of
the site coverages. -/
theorem average_prod_occ (x : ι → ℝ) (hx : ∀ i, 0 ≤ x i) (A : Finset ι) :
    average x (fun s => ∏ i ∈ A, occ i s) = ∏ i ∈ A, siteCoverage x i := by
  -- all sites of `A` are occupied exactly when no empty site belongs to `A`
  have key : ∀ s : Finset ι, ∏ i ∈ A, occ i s
      = ∏ i ∈ Finset.univ \ s, (if i ∈ A then (0 : ℝ) else 1) := by
    intro s
    by_cases h : A ⊆ s
    · have h1 : ∏ i ∈ A, occ i s = 1 :=
        Finset.prod_eq_one fun i hi => by simp [occ, h hi]
      have h2 : ∏ i ∈ Finset.univ \ s, (if i ∈ A then (0 : ℝ) else 1) = 1 :=
        Finset.prod_eq_one fun i hi => by
          have hs : i ∉ s := (Finset.mem_sdiff.mp hi).2
          exact if_neg fun hA => hs (h hA)
      rw [h1, h2]
    · obtain ⟨i, hA, hs⟩ := Finset.not_subset.mp h
      have h1 : ∏ i ∈ A, occ i s = 0 :=
        Finset.prod_eq_zero hA (by simp [occ, hs])
      have hm : i ∈ Finset.univ \ s := Finset.mem_sdiff.mpr ⟨Finset.mem_univ i, hs⟩
      have h2 : ∏ i ∈ Finset.univ \ s, (if i ∈ A then (0 : ℝ) else 1) = 0 :=
        Finset.prod_eq_zero hm (if_pos hA)
      rw [h1, h2]
  -- the restricted sum over configurations is again a product over sites
  have h := Finset.prod_add x (fun i => if i ∈ A then (0 : ℝ) else 1) Finset.univ
  simp only [Finset.powerset_univ] at h
  have hsite : ∀ i, (x i + (if i ∈ A then (0 : ℝ) else 1)) / (1 + x i)
      = if i ∈ A then siteCoverage x i else 1 := by
    intro i
    have hne : 1 + x i ≠ 0 := by
      have := hx i
      exact (by linarith : (0 : ℝ) < 1 + x i).ne'
    by_cases hi : i ∈ A
    · rw [if_pos hi, if_pos hi, add_zero, siteCoverage]
    · rw [if_neg hi, if_neg hi, add_comm (x i) 1, div_self hne]
  unfold average
  simp only [weight, key]
  rw [← h, partitionFunction_eq, ← Finset.prod_div_distrib]
  simp only [hsite, Finset.prod_ite_mem, Finset.univ_inter]

/-- The mean number of adsorbed particles is the sum of `x i / (1 + x i)` over the sites. -/
theorem mean_occupation (x : ι → ℝ) (hx : ∀ i, 0 ≤ x i) :
    average x (fun s => (s.card : ℝ)) = ∑ i, x i / (1 + x i) := by
  simp only [card_eq_sum_occ]
  rw [average_sum]
  refine Finset.sum_congr rfl fun i _ => ?_
  have h := average_prod_occ x hx {i}
  simp only [Finset.prod_singleton] at h
  exact h

/-- The average of the product of two occupation numbers is the product of the site coverages, plus
`θ (1 - θ)` when the two sites coincide, where `θ` is their common coverage. -/
theorem average_occ_mul_occ (x : ι → ℝ) (hx : ∀ i, 0 ≤ x i) (i j : ι) :
    average x (fun s => occ i s * occ j s) = siteCoverage x i * siteCoverage x j
      + if i = j then siteCoverage x i * (1 - siteCoverage x i) else 0 := by
  by_cases hij : i = j
  · subst hij
    -- an occupation number equals its own square
    have hidem : ∀ s : Finset ι, occ i s * occ i s = occ i s := by
      intro s
      by_cases hs : i ∈ s <;> simp [occ, hs]
    have h := average_prod_occ x hx {i}
    simp only [Finset.prod_singleton] at h
    simp only [hidem, if_true]
    refine Eq.trans h ?_
    ring
  · have h := average_prod_occ x hx {i, j}
    simp only [Finset.prod_pair hij] at h
    rw [h, if_neg hij, add_zero]

/-- The variance of the number of adsorbed particles is the sum of `θ (1 - θ)` over the sites,
where `θ` is the site coverage. -/
theorem variance_occupation (x : ι → ℝ) (hx : ∀ i, 0 ≤ x i) :
    average x (fun s => (s.card : ℝ) ^ 2) - average x (fun s => (s.card : ℝ)) ^ 2
      = ∑ i, siteCoverage x i * (1 - siteCoverage x i) := by
  have hsq : ∀ s : Finset ι, (s.card : ℝ) ^ 2 = ∑ i, ∑ j, occ i s * occ j s := by
    intro s
    rw [card_eq_sum_occ, sq, Finset.sum_mul_sum]
  have hmean : average x (fun s => (s.card : ℝ)) = ∑ i, siteCoverage x i :=
    mean_occupation x hx
  -- the second moment is a sum over all pairs plus a correction from the diagonal pairs
  have hsecond : average x (fun s => (s.card : ℝ) ^ 2)
      = ∑ i, ∑ j, siteCoverage x i * siteCoverage x j
        + ∑ i, siteCoverage x i * (1 - siteCoverage x i) := by
    simp only [hsq]
    rw [average_sum, ← Finset.sum_add_distrib]
    refine Finset.sum_congr rfl fun i _ => ?_
    rw [average_sum]
    simp only [average_occ_mul_occ x hx, Finset.sum_add_distrib, Finset.sum_ite_eq,
      Finset.mem_univ, if_true]
  rw [hsecond, hmean, sq, Finset.sum_mul_sum]
  ring

/-- Langmuir isotherm: for identical sites with activity `K p`, where `K` is the adsorption
constant and `p` the pressure, the mean fraction of occupied sites is `K p / (1 + K p)`. -/
theorem langmuir_isotherm [Nonempty ι] (K p : ℝ) (hK : 0 ≤ K) (hp : 0 ≤ p) :
    average (fun _ : ι => K * p) (fun s => (s.card : ℝ)) / (Fintype.card ι : ℝ)
      = K * p / (1 + K * p) := by
  have hM : (Fintype.card ι : ℝ) ≠ 0 := Nat.cast_ne_zero.mpr Fintype.card_ne_zero
  rw [mean_occupation _ (fun _ => mul_nonneg hK hp)]
  simp only [Finset.sum_const, Finset.card_univ, nsmul_eq_mul]
  rw [mul_div_cancel_left₀ _ hM]

end

end LangmuirAdsorption
```

```lean
#print axioms LangmuirAdsorption.variance_occupation
#print axioms LangmuirAdsorption.langmuir_isotherm
```

```
'LangmuirAdsorption.variance_occupation' depends on axioms: [propext, Classical.choice, Quot.sound]
'LangmuirAdsorption.langmuir_isotherm' depends on axioms: [propext, Classical.choice, Quot.sound]
```

## Sites, weights and averages in Lean

The sites are the elements of a finite type `ι`, a configuration is a `Finset ι`, and the activities are a function `x : ι → ℝ`. With these, `partitionFunction` and `average` are

$$Z=\sum_{s\subseteq S}w(s),\qquad \langle f\rangle=\frac1Z\sum_{s\subseteq S}w(s)f(s).$$

The occupation number $n_i(s)$, written `occ i s`, is 1 if $i\in s$ and 0 otherwise. The number of adsorbed particles is $N(s)=\sum_i n_i(s)$, which Lean writes as `s.card`. The symbol $\theta_i=x_i/(1+x_i)$ stands for `siteCoverage x i`.

The theorems state that

- $Z=\prod_i(1+x_i)$, for any real activities;
- $\langle\prod_{i\in A}n_i\rangle=\prod_{i\in A}\theta_i$ for every set $A$ of sites, if all $x_i\ge0$;
- $\langle N\rangle=\sum_i\theta_i$ and $\langle N^2\rangle-\langle N\rangle^2=\sum_i\theta_i(1-\theta_i)$, under the same condition;
- $\langle N\rangle/M=Kp/(1+Kp)$ for $M\ge1$ sites that all have activity $Kp$, with $K,p\ge0$.

## What the activities stand for

Physically, $x_i$ is the Boltzmann weight of a filled site relative to an empty one. If the adsorbed particle has a single state, of energy $\varepsilon_i$, it is $e^{(\mu-\varepsilon_i)/k_BT}$, where $\mu$ is the chemical potential, $T$ the temperature and $k_B$ Boltzmann's constant. When the surface is in equilibrium with a classical ideal gas of the same particles at fixed temperature, $e^{\mu/k_BT}$ is proportional to the pressure $p$, which motivates $x=Kp$. The file takes this form as given and does not derive $K$.

Because weights multiply, adsorbed particles do not interact. Multilayers and rates are not described either. For grand canonical Monte Carlo simulations of a lattice gas in which each particle occupies one site and each site holds at most one particle, the formulas give exact reference values for the mean and variance of $N$ when lateral interactions are switched off.

## Expanding a product over sites

Expanding $\prod_i(x_i+1)$ means choosing $x_i$ or $1$ from each factor. If $s$ is the set of sites where $x_i$ was chosen, the resulting term is $w(s)$. Summing over all choices gives $Z$. In Lean, `Finset.prod_add` performs this expansion in `partitionFunction_eq`.

For the averages, fix $A$ and replace the $1$ by $a_i$, with $a_i=0$ for $i\in A$ and $a_i=1$ otherwise:

$$\prod_i(x_i+a_i)=\sum_{s}w(s)\prod_{i\notin s}a_i=\sum_s w(s)\prod_{i\in A}n_i(s).$$

The second equality holds because both products equal 1 when $A\subseteq s$ and 0 otherwise; this is `key` in `average_prod_occ`. Dividing by $Z$ leaves the factor $(x_i+a_i)/(1+x_i)$ for each site, which is $\theta_i$ on $A$ and 1 elsewhere (`hsite`).

## Mean, variance and isotherm

Averages are additive (`average_sum`), so taking $A=\{i\}$ and summing over $i$ gives

$$\langle N\rangle=\sum_i\langle n_i\rangle=\sum_i\theta_i.$$

For two different sites, $A=\{i,j\}$ gives $\langle n_in_j\rangle=\theta_i\theta_j$. For $i=j$, $n_i^2=n_i$ gives $\langle n_i^2\rangle=\theta_i=\theta_i^2+\theta_i(1-\theta_i)$. The theorem `average_occ_mul_occ` combines the two cases, and summing over all pairs yields

$$\langle N^2\rangle=\sum_{i,j}\langle n_in_j\rangle=\Big(\sum_i\theta_i\Big)^2+\sum_i\theta_i(1-\theta_i).$$

Subtracting $\langle N\rangle^2$ leaves the variance. In `variance_occupation`, `hsecond` is this formula for $\langle N^2\rangle$, and `ring` completes the subtraction.

If every activity is $Kp$, the mean is a sum of $M$ equal terms:

$$\frac{\langle N\rangle}{M}=\frac1M\,M\,\frac{Kp}{1+Kp}=\frac{Kp}{1+Kp}.$$

The assumption `[Nonempty ι]` ensures $M\ne0$, so that `langmuir_isotherm` can cancel it.

## An activity of $-1$ can break the mean formula

No physical site has a negative activity, but the Lean definitions accept one. Take two sites with $x_1=-1$ and $x_2=1$. Then $Z=(1-1)(1+1)=0$, and no normalised average exists. Lean sets division by zero to zero, so `average` returns 0 for the particle number, while $\sum_i x_i/(1+x_i)$ evaluates to $0+\tfrac12$. The equation in `mean_occupation` is therefore false for these activities, which the hypothesis `hx` excludes.
